# Subtracting $Q_0$ leaves a finite diagonal limit for every partial-wave polynomial with $P(1)=1$

The angular function is modelled as an arbitrary real polynomial $P$, not as a Legendre polynomial of given order. The only property of the Legendre polynomials that the subtraction needs is their normalisation $P(1)=1$, which says that the angular factor is one in the forward direction; it enters as a hypothesis.

For momenta of magnitudes $p,q>0$ at an angle with cosine $t$,
$$|\mathbf p-\mathbf q|^2=2pq\,(z-t),\qquad z=\frac{p^2+q^2}{2pq}.$$
Projecting the Coulomb kernel $1/|\mathbf p-\mathbf q|^2$ on a partial wave therefore gives an integral of $P(t)/(z-t)$. The prefactor $1/(2pq)$, regular at $q=p>0$, is left out.

```lean
import Mathlib

open Polynomial Filter Topology

namespace LandeSubtraction

noncomputable section
```

The partial-wave function, written `neumannQ P z` in Lean, is
$$Q_P(z)=\frac12\int_{-1}^{1}\frac{P(t)}{z-t}\,dt .$$

```lean
/-- The partial-wave function `Q(z)`: half the integral of `P(t)/(z - t)` over `[-1,1]`. -/
def neumannQ (P : ℝ[X]) (z : ℝ) : ℝ :=
  (1 / 2) * ∫ t in (-1 : ℝ)..1, P.eval t / (z - t)
```

It will be compared with the s-wave logarithm $Q_0(z)=\tfrac12\ln\frac{z+1}{z-1}$.

```lean
/-- The s-wave logarithm `Q₀(z) = ln((z+1)/(z-1))/2`. -/
def Q0 (z : ℝ) : ℝ := Real.log ((z + 1) / (z - 1)) / 2
```

The polynomial remainder is built from the half-moments $m_n=\frac12\int_{-1}^1t^n\,dt$.

```lean
/-- Half the integral of `t^n` over `[-1,1]`. -/
def moment (n : ℕ) : ℝ := (1 / 2) * ∫ t in (-1 : ℝ)..1, t ^ n
```

For the monomial $t^n$ the remainder $w_n$ obeys $w_0=0$ and $w_{n+1}(z)=z\,w_n(z)+m_n$.

```lean
/-- The polynomial remainder belonging to the monomial `t^n`, built recursively. -/
def monoW : ℕ → ℝ[X]
  | 0 => 0
  | n + 1 => X * monoW n + C (moment n)
```

For $P(t)=\sum_n a_nt^n$, linearity gives $W_P=\sum_n a_nw_n$.

```lean
/-- The polynomial remainder `W` of an angular polynomial `P`, the linear extension of `monoW`. -/
def landeW (P : ℝ[X]) : ℝ[X] :=
  ∑ n ∈ Finset.range (P.natDegree + 1), C (P.coeff n) * monoW n
```

If $z>1$, then $z-t>0$ on $[-1,1]$, so the integrand is continuous and hence integrable.

```lean
/-- For `z > 1` the integrand `P(t)/(z - t)` is integrable over `[-1,1]`. -/
theorem integrable_kernel (P : ℝ[X]) {z : ℝ} (hz : 1 < z) :
    IntervalIntegrable (fun t => P.eval t / (z - t)) MeasureTheory.volume (-1) 1 := by
  apply ContinuousOn.intervalIntegrable
  apply ContinuousOn.div P.continuous.continuousOn (by fun_prop)
  intro t ht h
  rw [Set.uIcc_of_le (by norm_num)] at ht
  have := ht.2
  linarith
```

For $P=1$ an antiderivative is $-\ln(z-t)$, so
$$Q_{P=1}(z)=\tfrac12\left[\ln(z+1)-\ln(z-1)\right]=Q_0(z).$$
Lean checks the derivative and applies the fundamental theorem of calculus.

```lean
/-- For the constant polynomial `1` and `z > 1` the partial-wave function is the logarithm `Q₀`. -/
theorem neumannQ_one {z : ℝ} (hz : 1 < z) : neumannQ 1 z = Q0 z := by
  have h : ∀ t ∈ Set.uIcc (-1 : ℝ) 1,
      HasDerivAt (fun s : ℝ => -Real.log (z - s)) ((1 : ℝ[X]).eval t / (z - t)) t := by
    intro t ht
    rw [Set.uIcc_of_le (by norm_num)] at ht
    have hne : z - t ≠ 0 := ne_of_gt (by linarith [ht.2])
    have h1 : HasDerivAt (fun s : ℝ => z - s) (-1) t := (hasDerivAt_id' t).const_sub z
    exact (h1.log hne).fun_neg.congr_deriv (by rw [eval_one]; ring)
  have key : ∫ t in (-1 : ℝ)..1, (1 : ℝ[X]).eval t / (z - t)
      = -Real.log (z - 1) - -Real.log (z - -1) :=
    intervalIntegral.integral_eq_sub_of_hasDerivAt h (integrable_kernel 1 hz)
  rw [neumannQ, key, Q0, Real.log_div (ne_of_gt (by linarith)) (ne_of_gt (by linarith)),
    show z - -1 = z + 1 by ring]
  ring
```

An extra factor $t$ is handled by $\frac{t}{z-t}=\frac{z}{z-t}-1$, which gives
$$Q_{tP}(z)=z\,Q_P(z)-\frac12\int_{-1}^1P(t)\,dt .$$

```lean
/-- For `z > 1`, multiplying the angular polynomial `P` by `t` multiplies `Q` by `z` and subtracts
half the integral of `P` over `[-1,1]`. -/
theorem neumannQ_X_mul (P : ℝ[X]) {z : ℝ} (hz : 1 < z) :
    neumannQ (X * P) z = z * neumannQ P z - (1 / 2) * ∫ t in (-1 : ℝ)..1, P.eval t := by
  -- t/(z - t) = z/(z - t) - 1
  have h : ∫ t in (-1 : ℝ)..1, (X * P).eval t / (z - t)
      = ∫ t in (-1 : ℝ)..1, (z * (P.eval t / (z - t)) - P.eval t) := by
    apply intervalIntegral.integral_congr
    intro t ht
    rw [Set.uIcc_of_le (by norm_num)] at ht
    have hne : z - t ≠ 0 := ne_of_gt (by linarith [ht.2])
    have e : P.eval t / (z - t) * (z - t) = P.eval t := div_mul_cancel₀ _ hne
    simp only [eval_mul, eval_X]
    linear_combination -e
  rw [neumannQ, h, intervalIntegral.integral_sub ((integrable_kernel P hz).const_mul z)
    (P.continuous.intervalIntegrable _ _), intervalIntegral.integral_const_mul, neumannQ]
  ring
```

If $Q_{t^n}=z^nQ_0-w_n$, this identity yields
$$Q_{t^{n+1}}=z^{n+1}Q_0-(z\,w_n+m_n)=z^{n+1}Q_0-w_{n+1}.$$
Induction settles the monomials, and summing with the coefficients $a_n$ gives $Q_P=P\,Q_0-W_P$ for all $z>1$.

```lean
/-- For every real polynomial `P` and `z > 1`, `Q = P Q₀ - W` with the polynomial `W = landeW P`. -/
theorem neumannQ_eq (P : ℝ[X]) {z : ℝ} (hz : 1 < z) :
    neumannQ P z = P.eval z * Q0 z - (landeW P).eval z := by
  -- monomials, by induction on the degree
  have mono : ∀ n : ℕ, neumannQ (X ^ n) z = z ^ n * Q0 z - (monoW n).eval z := by
    intro n
    induction n with
    | zero => simp [monoW, neumannQ_one hz]
    | succ n ih =>
      rw [pow_succ', neumannQ_X_mul _ hz, ih]
      simp only [monoW, moment, eval_add, eval_mul, eval_X, eval_C, eval_pow]
      ring
  -- linearity of the integral
  have h : ∫ t in (-1 : ℝ)..1, P.eval t / (z - t) = ∫ t in (-1 : ℝ)..1,
      ∑ n ∈ Finset.range (P.natDegree + 1), P.coeff n * ((X ^ n : ℝ[X]).eval t / (z - t)) := by
    apply intervalIntegral.integral_congr
    intro t _
    simp only [eval_pow, eval_X]
    rw [eval_eq_sum_range (p := P) t, Finset.sum_div]
    exact Finset.sum_congr rfl fun n _ => by ring
  calc neumannQ P z
      = ∑ n ∈ Finset.range (P.natDegree + 1), P.coeff n * neumannQ (X ^ n) z := by
        unfold neumannQ
        rw [h, intervalIntegral.integral_finsetSum
          (fun n _ => (integrable_kernel (X ^ n) hz).const_mul _), Finset.mul_sum]
        refine Finset.sum_congr rfl fun n _ => ?_
        rw [intervalIntegral.integral_const_mul]
        ring
    _ = ∑ n ∈ Finset.range (P.natDegree + 1),
          P.coeff n * (z ^ n * Q0 z - (monoW n).eval z) :=
        Finset.sum_congr rfl fun n _ => by rw [mono n]
    _ = _ := by
        rw [eval_eq_sum_range (p := P) z, landeW, eval_finsetSum, Finset.sum_mul,
          ← Finset.sum_sub_distrib]
        refine Finset.sum_congr rfl fun n _ => ?_
        rw [eval_mul, eval_C]
        ring
```

The logarithm diverges at the endpoint: since $z+1\ge1$,
$$Q_0(z)\ge\tfrac12\ln\frac1{z-1}\to+\infty .$$
In Lean, `𝓝[>] 1` means that $z$ approaches 1 from above, and `atTop` stands for $+\infty$.

```lean
/-- The s-wave function `Q₀(z)` diverges to `+∞` as `z` tends to `1` from above. -/
theorem tendsto_Q0 : Tendsto Q0 (𝓝[>] 1) atTop := by
  have h1 : Tendsto (fun z : ℝ => z - 1) (𝓝[>] 1) (𝓝[>] 0) := by
    refine tendsto_nhdsWithin_iff.2 ⟨?_, ?_⟩
    · have h : Continuous (fun z : ℝ => z - 1) := by fun_prop
      exact (h.tendsto' 1 0 (by norm_num)).mono_left nhdsWithin_le_nhds
    · filter_upwards [self_mem_nhdsWithin] with z hz
      have hz' : (1 : ℝ) < z := hz
      show (0 : ℝ) < z - 1
      linarith
  have h2 := (Real.tendsto_log_atTop.comp (tendsto_inv_nhdsGT_zero.comp h1)).atTop_div_const
    (two_pos : (0 : ℝ) < 2)
  refine tendsto_atTop_mono' _ ?_ h2
  filter_upwards [self_mem_nhdsWithin] with z hz
  have hp : 0 < z - 1 := sub_pos.2 hz
  have h3 : Real.log (z - 1)⁻¹ ≤ Real.log ((z + 1) / (z - 1)) :=
    Real.log_le_log (inv_pos.2 hp)
      ((le_div_iff₀ hp).2 (by rw [inv_mul_cancel₀ hp.ne']; linarith))
  show Real.log (z - 1)⁻¹ / 2 ≤ Real.log ((z + 1) / (z - 1)) / 2
  linarith
```

The polynomial $P(z)-P(1)$ vanishes at $z=1$, so it equals $(z-1)R(z)$ for some polynomial $R$. Hence
$$Q_P-P(1)Q_0=\frac{R(z)}2\left[(z-1)\ln(z+1)-(z-1)\ln(z-1)\right]-W_P(z).$$
Because $x\ln x\to0$ as $x\to0^+$, the bracket vanishes and the limit is $-W_P(1)$. The proof obtains this from continuity of the right-hand side at 1, then uses the identity for $z>1$.

```lean
/-- As `z` tends to `1` from above, `Q - P(1) Q₀` converges to `-W(1)`. -/
theorem tendsto_subtracted (P : ℝ[X]) :
    Tendsto (fun z => neumannQ P z - P.eval 1 * Q0 z) (𝓝[>] 1) (𝓝 (-(landeW P).eval 1)) := by
  -- P(z) - P(1) = (z - 1) R(z), and (z - 1) ln(z - 1) tends to zero
  obtain ⟨R, hR⟩ : (X - C (1 : ℝ)) ∣ P - C (P.eval 1) := X_sub_C_dvd_sub_C_eval
  have h0 : Continuous (fun z : ℝ => z - 1) := by fun_prop
  have h1 : ContinuousAt (fun z : ℝ => (z - 1) * Real.log (z - 1)) 1 :=
    (Real.continuous_mul_log.comp h0).continuousAt
  have h2 : ContinuousAt (fun z : ℝ => Real.log (z + 1)) 1 :=
    ContinuousAt.log (by fun_prop) (by norm_num)
  have h3 : ContinuousAt (fun z : ℝ => R.eval z *
      ((z - 1) * Real.log (z + 1) - (z - 1) * Real.log (z - 1)) / 2 - (landeW P).eval z) 1 :=
    ((R.continuous.continuousAt.mul ((h0.continuousAt.mul h2).sub h1)).div_const 2).sub
      (landeW P).continuous.continuousAt
  have hv : -(landeW P).eval 1 = R.eval 1 * ((1 - 1) * Real.log (1 + 1)
      - (1 - 1) * Real.log (1 - 1)) / 2 - (landeW P).eval 1 := by simp
  rw [hv]
  refine (h3.tendsto.mono_left nhdsWithin_le_nhds).congr' ?_
  filter_upwards [self_mem_nhdsWithin] with z hz
  have hz' : 1 < z := hz
  have e := congrArg (eval z) hR
  simp only [eval_sub, eval_mul, eval_X, eval_C] at e
  rw [neumannQ_eq P hz', Q0,
    Real.log_div (ne_of_gt (by linarith)) (ne_of_gt (by linarith))]
  linear_combination (-(Real.log (z + 1) - Real.log (z - 1)) / 2) * e
```

No other coefficient works. If $Q_P-cQ_0$ converged for some $c\ne P(1)$, then
$$Q_0=\frac{(Q_P-P(1)Q_0)-(Q_P-cQ_0)}{c-P(1)}$$
would converge too, contradicting its divergence.

```lean
/-- `Q - c Q₀` has a finite limit as `z` tends to `1` from above exactly when `c = P(1)`. -/
theorem subtraction_iff (P : ℝ[X]) (c : ℝ) :
    (∃ L, Tendsto (fun z => neumannQ P z - c * Q0 z) (𝓝[>] 1) (𝓝 L)) ↔ c = P.eval 1 := by
  constructor
  · rintro ⟨L, hL⟩
    by_contra hc
    have hne : c - P.eval 1 ≠ 0 := sub_ne_zero.2 hc
    -- otherwise Q₀ itself would converge
    have h := ((tendsto_subtracted P).sub hL).div_const (c - P.eval 1)
    refine not_tendsto_nhds_of_tendsto_atTop tendsto_Q0 _ (h.congr fun z => ?_)
    show ((neumannQ P z - P.eval 1 * Q0 z) - (neumannQ P z - c * Q0 z)) / (c - P.eval 1) = Q0 z
    rw [div_eq_iff hne]
    ring
  · rintro rfl
    exact ⟨_, tendsto_subtracted P⟩
```

In momentum variables,
$$z-1=\frac{(q-p)^2}{2pq},$$
which is positive for $q\ne p$ near a fixed $p>0$ and tends to zero as $q\to p$. With $P(1)=1$, the function $Q_P-Q_0$ therefore tends to $-W_P(1)$; `𝓝[≠] p` excludes the diagonal point itself. Without the normalisation this fails: for $P=2$ the difference is $2Q_0-Q_0=Q_0$, which diverges.

In momentum-space bound-state calculations this lets the s-wave logarithm cancel the diagonal divergence of each Coulomb partial wave, at fixed $p>0$. The difference is not smooth there: for Legendre polynomials of order one or higher, the formula above leaves a term that behaves as $(q-p)^2\ln|q-p|$ near the diagonal. A full Landé subtraction acts on the integral of the kernel times the wave function: the subtracted term carries the value of the wave function at the fixed momentum $p$, and its integral is added back. The wave function, that integral and any quadrature error are not treated here.

```lean
/-- If `P(1) = 1`, the momentum-space kernel `Q - Q₀` at `z = (p² + q²)/(2pq)` has the finite
limit `-W(1)` as `q` tends to `p > 0`. -/
theorem lande_subtraction (P : ℝ[X]) (hP : P.eval 1 = 1) {p : ℝ} (hp : 0 < p) :
    Tendsto (fun q => neumannQ P ((p ^ 2 + q ^ 2) / (2 * p * q))
      - Q0 ((p ^ 2 + q ^ 2) / (2 * p * q))) (𝓝[≠] p) (𝓝 (-(landeW P).eval 1)) := by
  have hm := tendsto_subtracted P
  simp only [hP, one_mul] at hm
  have hc : ContinuousAt (fun q : ℝ => (p ^ 2 + q ^ 2) / (2 * p * q)) p :=
    ContinuousAt.div (by fun_prop) (by fun_prop) (by positivity)
  have hv : (p ^ 2 + p ^ 2) / (2 * p * p) = 1 := by
    rw [div_eq_iff (by positivity)]
    ring
  have ht : Tendsto (fun q : ℝ => (p ^ 2 + q ^ 2) / (2 * p * q)) (𝓝 p)
      (𝓝 ((p ^ 2 + p ^ 2) / (2 * p * p))) := hc.tendsto
  rw [hv] at ht
  -- off the diagonal the argument z exceeds 1
  refine hm.comp (tendsto_nhdsWithin_iff.2 ⟨ht.mono_left nhdsWithin_le_nhds, ?_⟩)
  filter_upwards [self_mem_nhdsWithin, nhdsWithin_le_nhds (lt_mem_nhds hp)] with q hq hq0
  have hne : q - p ≠ 0 := sub_ne_zero.2 hq
  have hs : 0 < (q - p) ^ 2 := by positivity
  have hd : 0 < 2 * p * q := mul_pos (mul_pos two_pos hp) hq0
  show 1 < (p ^ 2 + q ^ 2) / (2 * p * q)
  rw [lt_div_iff₀ hd]
  nlinarith
```

The d-wave has $P(t)=(3t^2-1)/2$.

```lean
/-- The d-wave Legendre polynomial `(3t² - 1)/2`. -/
def dWave : ℝ[X] := C (3 / 2) * X ^ 2 - C (1 / 2)
```

Here $m_0=1$ and $m_1=0$, so $w_1=1$ and $w_2=z$. Thus $W_P(z)=\frac32z$, and $Q_P-Q_0\to-\frac32$. Lean evaluates the two moments and the coefficients, then applies the general limit.

```lean
/-- For the d-wave polynomial the remainder is `W(z) = 3z/2`, and `Q - Q₀` tends to `-3/2`
as `z` tends to `1` from above. -/
theorem dWave_subtraction : (∀ z, (landeW dWave).eval z = 3 / 2 * z) ∧
    Tendsto (fun z => neumannQ dWave z - Q0 z) (𝓝[>] 1) (𝓝 (-(3 / 2))) := by
  have hd : dWave.natDegree = 2 := by
    unfold dWave
    compute_degree!
  have m0 : moment 0 = 1 := by rw [moment, integral_pow]; norm_num
  have m1 : moment 1 = 0 := by rw [moment, integral_pow]; norm_num
  have c1 : dWave.coeff 1 = 0 := by simp [dWave, coeff_X_pow]
  have c2 : dWave.coeff 2 = 3 / 2 := by simp [dWave, coeff_X_pow]
  have hW : ∀ z, (landeW dWave).eval z = 3 / 2 * z := by
    intro z
    rw [landeW, hd]
    simp [Finset.sum_range_succ, monoW, m0, m1, c1, c2]
  have h1 : dWave.eval 1 = 1 := by
    simp only [dWave, eval_sub, eval_mul, eval_C, eval_pow, eval_X]
    norm_num
  refine ⟨hW, ?_⟩
  have h := tendsto_subtracted dWave
  simpa only [h1, hW, one_mul, mul_one] using h

end

end LandeSubtraction
```

For $p=1$ and $q=2$ one has $z=\frac54$, $Q_0=\frac12\ln9\approx1.0986$, $P(z)=\frac{59}{32}$ and $W_P(z)=\frac{15}8$. This gives $Q_P\approx2.0256-1.8750=0.1506$ and $Q_P-Q_0\approx-0.948$, still some way from the diagonal value $-1.5$.

```lean
#print axioms LandeSubtraction.subtraction_iff
#print axioms LandeSubtraction.lande_subtraction
#print axioms LandeSubtraction.dWave_subtraction
```

```
'LandeSubtraction.subtraction_iff' depends on axioms: [propext, Classical.choice, Quot.sound]
'LandeSubtraction.lande_subtraction' depends on axioms: [propext, Classical.choice, Quot.sound]
'LandeSubtraction.dWave_subtraction' depends on axioms: [propext, Classical.choice, Quot.sound]
```
